# A particle bouncing between elastic walls exerts a long-time mean force of $mv^2/L$

Put one particle of mass $m$ at the left wall of a box of length $L$ and send it to the right with speed $v$. It reaches the right wall after a time $L/v$, turns round, and is back at the left wall at $2L/v$. In that round trip it has hit the right wall once and given it the momentum $mv - m(-v) = 2mv$. The mean force over the round trip is

$$\frac{2mv}{2L/v} = \frac{mv^2}{L}.$$

For a general start and a general averaging time, the last round trip is usually incomplete. The results below give the exact number of hits in that case and bound the error in the force.

## Hit count and force error at finite time

Let the walls be at $0$ and $L > 0$, let the particle start at $x$ with $0 \le x \le L$, and let its initial velocity be $v > 0$, towards the right wall. The number of right-wall hits during $[0,t]$, for $t \ge 0$, is

$$N(t) = \left\lfloor \frac{vt + x + L}{2L} \right\rfloor .$$

With $m > 0$ and $t > 0$, the mean force $F(t) = 2mv\,N(t)/t$ satisfies

$$\left| F(t) - \frac{mv^2}{L} \right| \le \frac{2mv}{t},$$

so $F(t) \to mv^2/L$ as $t \to \infty$. The error bound is the impulse of a single hit spread over the averaging time.

For finitely many independent particles with masses $m_i$ and initial normal velocities $v_i > 0$ in a cube of side $L$, the mean force per area on the right wall tends to $\sum_i m_i v_i^2 / L^3$.

## Pressure from momentum transfer at reflecting walls

A simulation with reflecting walls can measure pressure by adding up the momentum transferred at a wall and dividing by area and elapsed time. For non-interacting particles between fixed, elastic walls, all started towards the wall where the momentum is recorded, the formulas above give reference values for such an accumulator, both in the limit and at each finite time.

The count also covers time steps in which a fast particle hits the wall more than once. The number of hits in $(t_1, t_2]$ is $N(t_2) - N(t_1)$, whatever the step length. A routine that reflects the particle only once per step leaves it outside the box if a single step, started inside the box, would carry it beyond $2L$ in the absence of walls.

## From the folded path to the force

Let the particle move freely, as if there were no walls, so that its free path is $y(t) = x + vt$. Reflection folds this line back into the box with period $2L$. With $n = \lfloor y/(2L) \rfloor$ and $r = y - 2nL$, so that $0 \le r < 2L$, the position is

$$q(t) = L - |r - L|.$$

If $r \le L$, then $q = r = y - 2nL$, and for $0 < r < L$ the particle moves right with velocity $v$. If $r \ge L$, then $q = 2L - r = 2(n+1)L - y$, and for $r > L$ it moves left with velocity $-v$. The speed is the same on both legs, as elastic reflection requires.

**Hit times.** The particle is at the right wall when $q = L$, which means $r = L$, or $y = (2n+1)L$. For $t \ge 0$ we have $y \ge 0$ and therefore $n \ge 0$. Writing $k$ for this non-negative integer, the hits occur at

$$t_k = \frac{(2k+1)L - x}{v}, \qquad k = 0, 1, 2, \dots$$

All these times are non-negative because $x \le L$.

**Counting.** Hit $k$ has happened by time $t$ when $(2k+1)L - x \le vt$. Adding $x + L$ to both sides and dividing by $2L$ gives

$$k + 1 \le \frac{vt + x + L}{2L}.$$

Since $k+1$ is an integer, this is the same as $k + 1 \le N(t)$. The hits up to time $t$ are therefore those with $k = 0, \dots, N(t)-1$, and there are $N(t)$ of them.

**Force error.** Split the argument of the floor as

$$\frac{vt + x + L}{2L} = \frac{vt}{2L} + c, \qquad c = \frac{x+L}{2L}, \qquad 0 \le c \le 1.$$

The floor lies at most at its argument and above its argument minus one, so

$$-1 \le c - 1 < N(t) - \frac{vt}{2L} \le c \le 1.$$

The force error is this difference times a constant:

$$F(t) - \frac{mv^2}{L} = \frac{2mv}{t}\left(N(t) - \frac{vt}{2L}\right).$$

Taking absolute values gives the bound $2mv/t$, which tends to zero.

**Many particles.** The mean force on the wall is the sum of the single-particle mean forces. Its limit is $\sum_i m_i v_i^2/L$, and division by the wall area $L^2$ gives $\sum_i m_i v_i^2/L^3$.

## Eight hits in ten time units

Take $m = 1$, $L = 2$, $x = 0.5$, $v = 3$ and $t = 10$ in consistent units. The count is

$$N(10) = \left\lfloor \frac{30 + 0.5 + 2}{4} \right\rfloor = \lfloor 8.125 \rfloor = 8.$$

The hit times agree: the eighth hit, $k = 7$, is at $(30 - 0.5)/3 \approx 9.83$, and the next would be at $(34 - 0.5)/3 \approx 11.17$. The mean force is $8 \cdot 6/10 = 4.8$, while $mv^2/L = 4.5$. The difference is $0.3$, within the bound $2mv/t = 0.6$.

## The Lean file

```lean
import Mathlib

open Filter Topology

namespace WallCollisionPressure

noncomputable section

/-- Position at time `t` of a particle between walls at `0` and `L`: the free path
`x + v t` folded back into the box with period `2 L`. -/
def position (L x v t : ℝ) : ℝ :=
  L - |x + v * t - 2 * L * ⌊(x + v * t) / (2 * L)⌋ - L|

/-- The time of the right-wall hit number `k`, counted from zero. -/
def hitTime (L x v : ℝ) (k : ℕ) : ℝ := ((2 * k + 1) * L - x) / v

/-- The set of times in `[0, t]` at which the particle is at the right wall. -/
def rightHits (L x v t : ℝ) : Set ℝ :=
  {s | 0 ≤ s ∧ s ≤ t ∧ position L x v s = L}

/-- Mean force on the right wall during `[0, t]`: the number of hits times the momentum
given up per hit (`m v` before, `-m v` after), divided by the elapsed time. -/
def meanForce (m L x v t : ℝ) : ℝ :=
  (rightHits L x v t).ncard * (m * v - m * (-v)) / t

/-- On a rightward leg the position is the free path shifted by whole round trips. -/
theorem position_rightward {L x v t : ℝ} (hL : 0 < L) (n : ℤ)
    (h1 : 2 * n * L ≤ x + v * t) (h2 : x + v * t ≤ (2 * n + 1) * L) :
    position L x v t = x + v * t - 2 * n * L := by
  have hf : ⌊(x + v * t) / (2 * L)⌋ = n := by
    rw [Int.floor_eq_iff, le_div_iff₀ (by positivity), div_lt_iff₀ (by positivity)]
    constructor <;> nlinarith
  unfold position
  rw [hf, abs_of_nonpos (by linarith)]
  ring

/-- On a leftward leg the position is the mirror image of the free path. -/
theorem position_leftward {L x v t : ℝ} (hL : 0 < L) (n : ℤ)
    (h1 : (2 * n + 1) * L ≤ x + v * t) (h2 : x + v * t ≤ 2 * (n + 1) * L) :
    position L x v t = 2 * (n + 1) * L - (x + v * t) := by
  rcases lt_or_eq_of_le h2 with h | h
  · have hf : ⌊(x + v * t) / (2 * L)⌋ = n := by
      rw [Int.floor_eq_iff, le_div_iff₀ (by positivity), div_lt_iff₀ (by positivity)]
      constructor <;> nlinarith
    unfold position
    rw [hf, abs_of_nonneg (by linarith)]
    ring
  · -- the end of the leg is the start of the next rightward leg
    have h3 := position_rightward (x := x) (v := v) (t := t) hL (n + 1)
      (by push_cast; linarith) (by push_cast; linarith)
    rw [h3]
    push_cast
    linarith

/-- Inside a rightward leg the velocity is `v`. -/
theorem velocity_rightward {L x v t : ℝ} (hL : 0 < L) (n : ℤ)
    (h1 : 2 * n * L < x + v * t) (h2 : x + v * t < (2 * n + 1) * L) :
    HasDerivAt (position L x v) v t := by
  have hc : Continuous fun s : ℝ => x + v * s := by fun_prop
  have ev : ∀ᶠ s in 𝓝 t, position L x v s = x + v * s - 2 * n * L := by
    filter_upwards [(isOpen_lt continuous_const hc).mem_nhds h1,
      (isOpen_lt hc continuous_const).mem_nhds h2] with s a b
    exact position_rightward hL n (le_of_lt a) (le_of_lt b)
  have hd : HasDerivAt (fun s : ℝ => x + v * s - 2 * n * L) v t :=
    ((((hasDerivAt_id' t).const_mul v).const_add x).sub_const _).congr_deriv (by ring)
  exact hd.congr_of_eventuallyEq ev

/-- Inside a leftward leg the velocity is `-v`. -/
theorem velocity_leftward {L x v t : ℝ} (hL : 0 < L) (n : ℤ)
    (h1 : (2 * n + 1) * L < x + v * t) (h2 : x + v * t < 2 * (n + 1) * L) :
    HasDerivAt (position L x v) (-v) t := by
  have hc : Continuous fun s : ℝ => x + v * s := by fun_prop
  have ev : ∀ᶠ s in 𝓝 t, position L x v s = 2 * (n + 1) * L - (x + v * s) := by
    filter_upwards [(isOpen_lt continuous_const hc).mem_nhds h1,
      (isOpen_lt hc continuous_const).mem_nhds h2] with s a b
    exact position_leftward hL n (le_of_lt a) (le_of_lt b)
  have hd : HasDerivAt (fun s : ℝ => 2 * (n + 1) * L - (x + v * s)) (-v) t :=
    ((((hasDerivAt_id' t).const_mul v).const_add x).const_sub _).congr_deriv (by ring)
  exact hd.congr_of_eventuallyEq ev

/-- The particle is at the right wall exactly at the times `((2k+1) L - x) / v`. -/
theorem at_right_wall_iff {L x v s : ℝ} (hL : 0 < L) (hx : 0 ≤ x) (hv : 0 < v)
    (hs : 0 ≤ s) : position L x v s = L ↔ ∃ k : ℕ, s = hitTime L x v k := by
  constructor
  · intro h
    unfold position at h
    have h0 := abs_eq_zero.1 (by linarith :
      |x + v * s - 2 * L * ⌊(x + v * s) / (2 * L)⌋ - L| = 0)
    have hn : 0 ≤ ⌊(x + v * s) / (2 * L)⌋ := Int.floor_nonneg.2 (by positivity)
    obtain ⟨k, hk⟩ := Int.eq_ofNat_of_zero_le hn
    rw [hk] at h0
    push_cast at h0
    refine ⟨k, ?_⟩
    rw [hitTime, eq_div_iff hv.ne']
    linarith
  · rintro ⟨k, hk⟩
    rw [hitTime, eq_div_iff hv.ne'] at hk
    have h3 := position_rightward (x := x) (v := v) (t := s) hL (k : ℤ)
      (by push_cast; linarith) (by push_cast; linarith)
    rw [h3]
    push_cast
    linarith

/-- By time `t` the particle has hit the right wall `⌊(v t + x + L) / (2 L)⌋` times. -/
theorem card_rightHits {L x v t : ℝ} (hL : 0 < L) (hx : 0 ≤ x) (hxL : x ≤ L)
    (hv : 0 < v) (ht : 0 ≤ t) :
    (rightHits L x v t).ncard = ⌊(v * t + x + L) / (2 * L)⌋₊ := by
  have ha : 0 ≤ (v * t + x + L) / (2 * L) := by positivity
  -- hit number k has happened by time t exactly when k is below the floor
  have key : ∀ k : ℕ, hitTime L x v k ≤ t ↔ k < ⌊(v * t + x + L) / (2 * L)⌋₊ := by
    intro k
    rw [Nat.lt_iff_add_one_le, Nat.le_floor_iff ha, hitTime, div_le_iff₀ hv,
      le_div_iff₀ (by positivity)]
    push_cast
    constructor <;> intro h <;> linarith
  have hinj : Function.Injective (hitTime L x v) := by
    intro i j h
    unfold hitTime at h
    rw [div_left_inj' hv.ne'] at h
    have hij : (i : ℝ) = j := mul_right_cancel₀ hL.ne' (by linarith)
    exact_mod_cast hij
  have hset : rightHits L x v t =
      ↑((Finset.range ⌊(v * t + x + L) / (2 * L)⌋₊).image (hitTime L x v)) := by
    ext s
    simp only [rightHits, Set.mem_ofPred_eq, Finset.mem_coe, Finset.mem_image,
      Finset.mem_range]
    constructor
    · rintro ⟨h0, h1, h2⟩
      obtain ⟨k, rfl⟩ := (at_right_wall_iff hL hx hv h0).1 h2
      exact ⟨k, (key k).1 h1, rfl⟩
    · rintro ⟨k, hk, rfl⟩
      have hkL : 0 ≤ (k : ℝ) * L := by positivity
      have h0 : 0 ≤ hitTime L x v k := div_nonneg (by linarith) hv.le
      exact ⟨h0, (key k).2 hk, (at_right_wall_iff hL hx hv h0).2 ⟨k, rfl⟩⟩
  rw [hset, Set.ncard_coe_finset, Finset.card_image_of_injective _ hinj,
    Finset.card_range]

/-- After a time `t` the mean force differs from `m v² / L` by at most `2 m v / t`. -/
theorem meanForce_error {m L x v t : ℝ} (hm : 0 < m) (hL : 0 < L) (hx : 0 ≤ x)
    (hxL : x ≤ L) (hv : 0 < v) (ht : 0 < t) :
    |meanForce m L x v t - m * v ^ 2 / L| ≤ 2 * m * v / t := by
  have ha : 0 ≤ (v * t + x + L) / (2 * L) := by positivity
  unfold meanForce
  rw [card_rightHits hL hx hxL hv ht.le]
  have h1 := Nat.floor_le ha
  have h2 := Nat.lt_floor_add_one ((v * t + x + L) / (2 * L))
  generalize (⌊(v * t + x + L) / (2 * L)⌋₊ : ℝ) = N at h1 h2 ⊢
  have hs : (v * t + x + L) / (2 * L) = v * t / (2 * L) + (x + L) / (2 * L) := by
    rw [← add_div, add_assoc]
  have h3 : 0 ≤ (x + L) / (2 * L) := by positivity
  have h4 : (x + L) / (2 * L) ≤ 1 := by
    rw [div_le_one (by positivity)]
    linarith
  -- the hit count differs from the number of round trips by at most one
  have h5 : |N - v * t / (2 * L)| ≤ 1 := by
    rw [abs_le]
    constructor <;> linarith
  have e : N * (m * v - m * (-v)) / t - m * v ^ 2 / L =
      2 * m * v / t * (N - v * t / (2 * L)) := by
    field_simp
    ring
  have hp : 0 < 2 * m * v / t := by positivity
  rw [e, abs_mul, abs_of_pos hp]
  exact mul_le_of_le_one_right hp.le h5

/-- The long-time mean force on the right wall is `m v² / L`. -/
theorem meanForce_tendsto {m L x v : ℝ} (hm : 0 < m) (hL : 0 < L) (hx : 0 ≤ x)
    (hxL : x ≤ L) (hv : 0 < v) :
    Tendsto (meanForce m L x v) atTop (𝓝 (m * v ^ 2 / L)) := by
  have hz : Tendsto (fun t : ℝ => 2 * m * v / t) atTop (𝓝 0) :=
    tendsto_const_nhds.div_atTop tendsto_id
  refine tendsto_iff_dist_tendsto_zero.2 (squeeze_zero' ?_ ?_ hz)
  · exact Eventually.of_forall fun t => dist_nonneg
  · filter_upwards [eventually_gt_atTop 0] with t ht
    rw [Real.dist_eq]
    exact meanForce_error hm hL hx hxL hv ht

/-- For independent particles in a cube of side `L`, the long-time mean force per area on
a wall is the sum of `m v² / L³`, with `v` the speed normal to that wall. -/
theorem pressure_tendsto {ι : Type*} [Fintype ι] {L : ℝ} {m x v : ι → ℝ}
    (hm : ∀ i, 0 < m i) (hL : 0 < L) (hx : ∀ i, 0 ≤ x i) (hxL : ∀ i, x i ≤ L)
    (hv : ∀ i, 0 < v i) :
    Tendsto (fun t => (∑ i, meanForce (m i) L (x i) (v i) t) / L ^ 2) atTop
      (𝓝 ((∑ i, m i * v i ^ 2) / L ^ 3)) := by
  have e : (∑ i, m i * v i ^ 2) / L ^ 3 = (∑ i, m i * v i ^ 2 / L) / L ^ 2 := by
    rw [← Finset.sum_div, div_div]
    congr 1
    ring
  rw [e]
  exact (tendsto_finsetSum _ fun i _ =>
    meanForce_tendsto (hm i) hL (hx i) (hxL i) (hv i)).div_const _

end

end WallCollisionPressure
```

```lean
#print axioms WallCollisionPressure.velocity_rightward
#print axioms WallCollisionPressure.velocity_leftward
#print axioms WallCollisionPressure.meanForce_tendsto
#print axioms WallCollisionPressure.pressure_tendsto
```

```
'WallCollisionPressure.velocity_rightward' depends on axioms: [propext, Classical.choice, Quot.sound]
'WallCollisionPressure.velocity_leftward' depends on axioms: [propext, Classical.choice, Quot.sound]
'WallCollisionPressure.meanForce_tendsto' depends on axioms: [propext, Classical.choice, Quot.sound]
'WallCollisionPressure.pressure_tendsto' depends on axioms: [propext, Classical.choice, Quot.sound]
```

## How the definitions encode the physics

`position L x v t` is the folded path $q(t)$. The motion is given in closed form and is not obtained by solving an equation of motion with a wall potential. The theorems `velocity_rightward` and `velocity_leftward` confirm that its time derivative is $v$ inside each rightward leg and $-v$ inside each leftward leg. They leave out the turning points, where the velocity jumps.

`rightHits L x v t` is the set of times $s$ in $[0,t]$ at which the position equals $L$. Its cardinality, `ncard`, is the hit count, so `card_rightHits` is a statement about the trajectory and not a definition of the count. Lean assigns `ncard` the value zero on infinite sets, but the proof identifies this set with a finite list of hit times. Both ends of the interval are included: a hit exactly at time $t$ counts, and a particle that starts at $x = L$ has its first hit at time zero.

`meanForce` multiplies the count by `m * v - m * (-v)` and divides by $t$. This impulse is part of the definition. It stands for an elastic collision with a wall that doesn't move, and its two velocities are those established for the legs before and after a hit.

In `pressure_tendsto`, the index type `ι` labels a finite collection of particles, each with its own mass, starting coordinate and velocity. Only the coordinate normal to the wall appears. The cube enters through the common length $L$ and the division by $L^2$.

## How the proof follows the derivation

`position_rightward` and `position_leftward` identify the floor on leg $n$ and remove the absolute value with the appropriate sign. The end of a leftward leg needs a separate case, because there the floor has already moved on to $n+1$. The velocity theorems then use the fact that near an interior time the position equals a linear function, so it has the same derivative.

`at_right_wall_iff` proves the formula for the hit times in both directions. From $q = L$ it extracts $r = L$ and a non-negative integer $k$; conversely, it evaluates the position at the end of rightward leg $k$.

`card_rightHits` has three parts. The statement `key` is the equivalence between $t_k \le t$ and $k < N(t)$. The statement `hinj` says that different $k$ give different times, so no hit is counted twice. The statement `hset` identifies the set of hits with the times for $k = 0, \dots, N(t)-1$, whose number is then read off.

`meanForce_error` replaces the floor by a real number `N` that retains only its two bounds. From these it derives `h5`, the estimate $|N - vt/(2L)| \le 1$, and the identity `e` turns this into the force error. `meanForce_tendsto` squeezes the distance to the limit between zero and $2mv/t$. `pressure_tendsto` adds the finitely many limits and divides by the area.

## Limits of the model for a simulation code

The theorems concern exact real numbers. In floating-point arithmetic, rounding near a hit time can move the argument of the floor across an integer and change the count by one.

The particles don't interact, the walls are fixed and perfectly elastic, and no thermostat or external field acts. In an interacting system the normal speed can change between wall hits, and the hit-count formula then no longer holds in general.

Every initial velocity has to point towards the right wall. A particle that starts towards the left wall, or that has no normal velocity, is not covered, so an initial state with random velocity signs doesn't meet the hypotheses as it stands. The finite-time bound is stated for one particle, while the pressure result is a limit without a rate.

The pressure is expressed through the given speeds. No velocity distribution or temperature enters, so the result stops short of the ideal gas law, which also needs the link between mean kinetic energy and temperature.
